# Cancelling the r⁻¹² divergence of the Lennard-Jones local energy with a McMillan pair function

The exponent of the pair function is left open here: it is a natural number $n$, to be determined together with the length $b$. The local energy is likewise defined for an arbitrary pair function $f$, using its actual first and second derivatives, and the McMillan form is inserted only afterwards.

```lean
import Mathlib

open Filter Topology

namespace McMillanCusp

noncomputable section
```

Two particles of mass $m$ are a distance $r$ apart. For a spherically symmetric $f$, the Laplacian in three dimensions is $f''+2f'/r$. In Lean, `deriv` supplies both derivatives.

```lean
/-- The Laplacian in three dimensions of a spherically symmetric function `f` that is twice
differentiable at `r`, `f'' + 2 f' / r`, for `r ≠ 0`. -/
def radialLaplacian (f : ℝ → ℝ) (r : ℝ) : ℝ :=
  deriv (deriv f) r + 2 * deriv f r / r
```

The interaction is the Lennard-Jones potential $V(r)=4\epsilon[(\sigma/r)^{12}-(\sigma/r)^6]$. Here $\epsilon$ is the depth of the well and $\sigma$ the distance at which $V$ changes sign. The twelfth power is a model of the short-range repulsion and is taken as given.

```lean
/-- The Lennard-Jones pair potential, for `r ≠ 0`. -/
def lennardJones (ε σ r : ℝ) : ℝ := 4 * ε * ((σ / r) ^ 12 - (σ / r) ^ 6)
```

The reduced mass is $m/2$, so the kinetic prefactor of the relative motion is $\hbar^2/m$, and the local energy is

$$E(r)=-\frac{\hbar^2}{m}\,\frac{f''(r)+2f'(r)/r}{f(r)}+V(r).$$

```lean
/-- The local energy of the relative motion of two particles of mass `m ≠ 0` with pair function `f`,
for `r ≠ 0`, `f r ≠ 0` and `f` twice differentiable at `r`. -/
def localEnergy (hbar m ε σ : ℝ) (f : ℝ → ℝ) (r : ℝ) : ℝ :=
  -(hbar ^ 2 / m) * (radialLaplacian f r / f r) + lennardJones ε σ r
```

The McMillan function is $f(r)=\exp[-(b/r)^n/2]$.

```lean
/-- The McMillan pair function `exp (-(b/r)^n / 2)` with exponent `n`, for `r ≠ 0`. -/
def mcMillan (n : ℕ) (b r : ℝ) : ℝ := Real.exp (-(b / r) ^ n / 2)
```

The question is which $n$ and $b$ make $r^{12}E(r)$ tend to zero as $r\to0^+$. Variational Monte Carlo averages the local energy of a trial function, and the answer fixes the short-range parameters that remove its strongest divergence for an isolated pair with this form of $f$. Non-integer exponents and the extra terms of a many-particle wave function are not treated.

## (a) Slope of the inverse power

Show that, for $r\neq0$,

$$\frac{d}{dr}\left(\frac br\right)^n=-\frac{n}{r}\left(\frac br\right)^n .$$

**Solution.** For $n\ge1$ the chain rule gives $n(b/r)^{n-1}\cdot(-b/r^2)$, and one factor $b/r$ joins the power. For $n=0$ both sides vanish. The Lean proof makes the same split with `cases n`. `HasDerivAt` states that the derivative exists and has the given value.

```lean
variable {hbar m ε σ b r : ℝ}

/-- Away from the origin, the inverse power `(b/r)^n` has slope `-n (b/r)^n / r`. -/
theorem hasDerivAt_ratio (n : ℕ) (b : ℝ) (hr : r ≠ 0) :
    HasDerivAt (fun x : ℝ => (b / x) ^ n) (-(n * (b / r) ^ n / r)) r := by
  have h1 : HasDerivAt (fun x : ℝ => b / x) (-b / r ^ 2) r :=
    ((hasDerivAt_const r b).fun_div (hasDerivAt_id' r) hr).congr_deriv (by ring)
  refine (h1.fun_pow n).congr_deriv ?_
  cases n with
  | zero => simp
  | succ k =>
    simp only [Nat.add_sub_cancel]
    ring
```

## (b) Slope of the pair function

Show that, for $r\ne0$,

$$f'(r)=\frac n2\left(\frac br\right)^n\frac{f(r)}{r}.$$

**Solution.** The derivative of the exponent $-(b/r)^n/2$ is $\frac{n}{2r}(b/r)^n$ by (a), and differentiating the exponential multiplies this by $f$. In Lean, `.exp` applies the same chain rule.

```lean
/-- Away from the origin, the McMillan function has slope `(n/2) (b/r)^n / r` times itself. -/
theorem hasDerivAt_mcMillan (n : ℕ) (b : ℝ) (hr : r ≠ 0) :
    HasDerivAt (mcMillan n b) (n / 2 * (b / r) ^ n / r * mcMillan n b r) r := by
  have h := ((hasDerivAt_ratio n b hr).fun_neg.div_const 2).exp
  exact h.congr_deriv (by unfold mcMillan; ring)
```

## (c) The local energy in closed form

Write $q=(b/r)^n$. Show that, for $r\neq0$,

$$E=\frac{\hbar^2}{m r^2}\left[\frac{n(n-1)}2\,q-\frac{n^2}4\,q^2\right]+V(r).$$

**Solution.** By (a), $q'=-nq/r$. Differentiating $f'=\frac n2\frac qr f$ gives

$$f''=\frac n2\left[\frac{q'}r-\frac q{r^2}+\frac n2\frac{q^2}{r^2}\right]f=\left[\frac{n^2}4q^2-\frac{n(n+1)}2q\right]\frac f{r^2}.$$

Adding $2f'/r=nq\,f/r^2$ changes $n(n+1)/2$ into $n(n-1)/2$. Division by $f$, which is never zero, and multiplication by $-\hbar^2/m$ give the kinetic part.

In the Lean proof, `hev` records the formula for $f'$ near $r$, `h2` differentiates it, and `hlap` is the Laplacian divided by $f$.

```lean
/-- The local energy of the McMillan function in closed form, at any `r ≠ 0`. -/
theorem localEnergy_mcMillan (n : ℕ) (hr : r ≠ 0) :
    localEnergy hbar m ε σ (mcMillan n b) r =
      hbar ^ 2 / m * (n * (n - 1) / 2 * (b / r) ^ n - n ^ 2 / 4 * ((b / r) ^ n) ^ 2) / r ^ 2
        + 4 * ε * ((σ / r) ^ 12 - (σ / r) ^ 6) := by
  have hf : mcMillan n b r ≠ 0 := (Real.exp_pos _).ne'
  -- the first derivative is known near r, so it can be differentiated again
  have hev : deriv (mcMillan n b) =ᶠ[𝓝 r]
      fun x => n / 2 * (b / x) ^ n / x * mcMillan n b x := by
    filter_upwards [isOpen_ne.mem_nhds hr] with x hx
    exact (hasDerivAt_mcMillan n b hx).deriv
  have h2 := (((hasDerivAt_ratio n b hr).const_mul (n / 2 : ℝ)).fun_div
    (hasDerivAt_id' r) hr).fun_mul (hasDerivAt_mcMillan n b hr)
  have hlap : radialLaplacian (mcMillan n b) r / mcMillan n b r =
      (n ^ 2 / 4 * ((b / r) ^ n) ^ 2 - n * (n - 1) / 2 * (b / r) ^ n) / r ^ 2 := by
    unfold radialLaplacian
    rw [hev.deriv_eq, h2.deriv, (hasDerivAt_mcMillan n b hr).deriv]
    generalize (b / r) ^ n = q
    field_simp
    ring
  unfold localEnergy lennardJones
  rw [hlap]
  ring
```

## (d) Multiplying by r¹²

Let $w=r^5(b/r)^n$. Show that, for $r\ne0$,

$$r^{12}E=\frac{\hbar^2}m\left[\frac{n(n-1)}2\,r^5w-\frac{n^2}4\,w^2\right]+4\epsilon\left(\sigma^{12}-\sigma^6r^6\right).$$

**Solution.** The kinetic part of (c) carries $1/r^2$, so $r^{10}$ is left over. Then $r^{10}q=r^5w$ and $r^{10}q^2=w^2$. In the potential, $r^{12}$ clears both denominators. `field_simp` does this cancellation.

```lean
/-- The local energy times `r^12`, written through the combination `r^5 (b/r)^n`, at any
`r ≠ 0`. -/
theorem scaled_localEnergy (n : ℕ) (hr : r ≠ 0) :
    r ^ 12 * localEnergy hbar m ε σ (mcMillan n b) r =
      hbar ^ 2 / m * (n * (n - 1) / 2 * (r ^ 5 * (r ^ 5 * (b / r) ^ n))
        - n ^ 2 / 4 * (r ^ 5 * (b / r) ^ n) ^ 2) + 4 * ε * (σ ^ 12 - σ ^ 6 * r ^ 6) := by
  rw [localEnergy_mcMillan n hr]
  generalize (b / r) ^ n = q
  generalize hbar ^ 2 / m = k
  field_simp
```

## (e) Reading a limit off a continuous function

Suppose $F(r)=P(r)$ for all $r>0$, with $P$ continuous and $P(0)=L$. Show that

$$\lim_{r\to0^+}F(r)=L.$$

**Solution.** Continuity gives $P(r)\to P(0)=L$, in particular from the right, and $F$ equals $P$ at every point that this one-sided limit uses.

```lean
/-- A quantity that agrees at all `r > 0` with a continuous function tends, as `r → 0+`, to the
value of that function at the origin. -/
theorem tendsto_contact {F P : ℝ → ℝ} {L : ℝ} (hP : Continuous P) (h0 : P 0 = L)
    (h : ∀ r, 0 < r → F r = P r) : Tendsto F (𝓝[>] 0) (𝓝 L) := by
  rw [← h0]
  refine ((hP.tendsto 0).mono_left nhdsWithin_le_nhds).congr' ?_
  filter_upwards [self_mem_nhdsWithin] with r hr
  exact (h r hr).symm
```

The device at work is equality along a filter. `F =ᶠ[l] G` means that the set where $F$ and $G$ agree belongs to the filter `l`, and `filter_upwards` proves it by showing that they agree at every point of some set already known to belong to `l`.

Here the filter is `𝓝[>] 0`, which describes approach to zero through positive $r$, and `congr'` carries the limit from $P$ to $F$. The value of $F$ at zero plays no part. This matters because Lean's total division would make $r^{12}E$ equal to $0$ at $r=0$ for every $n$ and $b$.

In (c) the filter was `𝓝 r`. A second derivative needs the formula for $f'$ in a neighbourhood of $r$ and not only at $r$ itself, and `hev.deriv_eq` uses exactly that.

## (f) When the leading coefficient vanishes

For $n=5$, $w=b^5$ is constant, and (d) leaves the value $4\epsilon\sigma^{12}-25\hbar^2b^{10}/(4m)$ at contact. Show that, for positive $m$ and $\hbar$,

$$4\epsilon\sigma^{12}-\frac{25\hbar^2b^{10}}{4m}=0\iff b^{10}=\frac{16m\epsilon\sigma^{12}}{25\hbar^2}.$$

**Solution.** Multiply by $4m\neq0$ to get $16m\epsilon\sigma^{12}=25\hbar^2b^{10}$, then divide by $25\hbar^2\neq0$. Both steps can be reversed. The Lean proof puts the left side over the denominator $4m$ and sets the numerator to zero.

```lean
/-- For positive `m` and `hbar`, `4 ε σ^12 - 25 hbar^2 b^10 / (4 m)` is zero if and only if
`b^10 = 16 m ε σ^12 / (25 hbar^2)`. -/
theorem coefficient_eq_zero_iff (hm : 0 < m) (hh : 0 < hbar) :
    4 * ε * σ ^ 12 - 25 * hbar ^ 2 * b ^ 10 / (4 * m) = 0 ↔
      b ^ 10 = 16 * m * ε * σ ^ 12 / (25 * hbar ^ 2) := by
  have e : 4 * ε * σ ^ 12 - 25 * hbar ^ 2 * b ^ 10 / (4 * m) =
      (16 * m * ε * σ ^ 12 - b ^ 10 * (25 * hbar ^ 2)) / (4 * m) := by
    field_simp
    ring
  have h4 : 4 * m ≠ 0 := by positivity
  rw [e, eq_div_iff (by positivity), div_eq_zero_iff, or_iff_left h4, sub_eq_zero, eq_comm]
```

## (g) The exponent and the length together

Let $m,\hbar,\epsilon,\sigma,b$ be positive and $n$ any natural number. Show that

$$\lim_{r\to0^+}r^{12}E(r)=0\iff n=5\ \text{ and }\ b^{10}=\frac{16m\epsilon\sigma^{12}}{25\hbar^2}.$$

**Solution.** There are three cases.

*If $n<5$*, write $5=n+j$ with $j\ge1$. Then $w=b^nr^j\to0$, so the kinetic part of (d) disappears and $r^{12}E\to4\epsilon\sigma^{12}>0$. The pair function is too soft to offset the repulsion.

*If $n=5$*, then

$$r^{12}E=\frac{\hbar^2}m\left(10b^5r^5-\frac{25}4b^{10}\right)+4\epsilon(\sigma^{12}-\sigma^6r^6),$$

whose limit is the coefficient in (f). It is zero exactly at the stated $b^{10}$.

*If $n>5$*, write $n=5+j$ with $j\geq1$. Now $r^jw=b^n$, so $w$ itself diverges. Multiplying (d) by $r^{2j}$ tames it:

$$r^{2j}\,r^{12}E\to-\frac{\hbar^2n^2b^{2n}}{4m}\neq0.$$

If $r^{12}E$ tended to zero, this product would too, which is a contradiction.

In Lean, the limit is `Tendsto … (𝓝[>] 0) (𝓝 0)`, and `lt_trichotomy n 5` opens the three cases. In each one, `hL` finds a limit through (e), with the polynomial supplied as `P`. `tendsto_nhds_unique` then compares it with the limit zero.

```lean
/-- For positive parameters, the local energy of the McMillan function has `r^12 E → 0` at
contact if and only if the exponent is 5 and `b^10 = 16 m ε σ^12 / (25 hbar^2)`. -/
theorem cusp_condition (n : ℕ) (hm : 0 < m) (hh : 0 < hbar) (hε : 0 < ε) (hσ : 0 < σ)
    (hb : 0 < b) :
    Tendsto (fun r => r ^ 12 * localEnergy hbar m ε σ (mcMillan n b) r) (𝓝[>] 0) (𝓝 0) ↔
      n = 5 ∧ b ^ 10 = 16 * m * ε * σ ^ 12 / (25 * hbar ^ 2) := by
  rcases lt_trichotomy n 5 with hn | rfl | hn
  · -- too soft: the repulsion 4 ε σ^12 survives
    refine ⟨fun hT => ?_, fun h => absurd h.1 hn.ne⟩
    obtain ⟨j, hj⟩ := Nat.exists_eq_add_of_le hn.le
    have hj0 : j ≠ 0 := by omega
    have hL : Tendsto (fun r => r ^ 12 * localEnergy hbar m ε σ (mcMillan n b) r)
        (𝓝[>] 0) (𝓝 (4 * ε * σ ^ 12)) := by
      refine tendsto_contact (P := fun r => hbar ^ 2 / m * (n * (n - 1) / 2 *
        (r ^ 5 * (b ^ n * r ^ j)) - n ^ 2 / 4 * (b ^ n * r ^ j) ^ 2)
        + 4 * ε * (σ ^ 12 - σ ^ 6 * r ^ 6)) (by fun_prop) ?_ ?_
      · rw [zero_pow hj0]
        ring
      · intro r hr
        have h5 : r ^ 5 = r ^ n * r ^ j := by rw [← pow_add, ← hj]
        have hw : r ^ 5 * (b / r) ^ n = b ^ n * r ^ j := by
          rw [h5, div_pow]
          field_simp
        rw [scaled_localEnergy n hr.ne', hw]
    have hpos : 0 < 4 * ε * σ ^ 12 := by positivity
    exact absurd (tendsto_nhds_unique hL hT) hpos.ne'
  · -- exponent 5: kinetic and potential terms compete at the same order
    have hL : Tendsto (fun r => r ^ 12 * localEnergy hbar m ε σ (mcMillan 5 b) r)
        (𝓝[>] 0) (𝓝 (4 * ε * σ ^ 12 - 25 * hbar ^ 2 * b ^ 10 / (4 * m))) := by
      refine tendsto_contact (P := fun r => hbar ^ 2 / m * (10 * b ^ 5 * r ^ 5
        - 25 / 4 * b ^ 10) + 4 * ε * (σ ^ 12 - σ ^ 6 * r ^ 6)) (by fun_prop) ?_ ?_
      · ring
      · intro r hr
        have hw : r ^ 5 * (b / r) ^ 5 = b ^ 5 := by field_simp
        rw [scaled_localEnergy 5 hr.ne', hw]
        push_cast
        ring
    rw [← coefficient_eq_zero_iff hm hh]
    exact ⟨fun hT => ⟨rfl, tendsto_nhds_unique hL hT⟩, fun h => h.2 ▸ hL⟩
  · -- too hard: the kinetic term diverges faster than r^-12
    refine ⟨fun hT => ?_, fun h => absurd h.1 hn.ne'⟩
    obtain ⟨j, hj⟩ := Nat.exists_eq_add_of_le hn.le
    have hj0 : j ≠ 0 := by omega
    have hL : Tendsto (fun r => (r ^ j) ^ 2 *
        (r ^ 12 * localEnergy hbar m ε σ (mcMillan n b) r))
        (𝓝[>] 0) (𝓝 (-(hbar ^ 2 / m * (n ^ 2 / 4 * (b ^ n) ^ 2)))) := by
      refine tendsto_contact (P := fun r => hbar ^ 2 / m * (n * (n - 1) / 2 *
        (r ^ 5 * (b ^ n * r ^ j)) - n ^ 2 / 4 * (b ^ n) ^ 2)
        + 4 * ε * (σ ^ 12 - σ ^ 6 * r ^ 6) * (r ^ j) ^ 2) (by fun_prop) ?_ ?_
      · rw [zero_pow hj0]
        ring
      · intro r hr
        have hrn : r ^ n = r ^ 5 * r ^ j := by rw [← pow_add, ← hj]
        have hw : r ^ j * (r ^ 5 * (b / r) ^ n) = b ^ n := by
          rw [div_pow, hrn]
          field_simp
        rw [scaled_localEnergy n hr.ne', ← hw]
        generalize (b / r) ^ n = q
        ring
    have hz : Tendsto (fun r : ℝ => (r ^ j) ^ 2) (𝓝[>] 0) (𝓝 0) :=
      tendsto_contact (P := fun r => (r ^ j) ^ 2) (by fun_prop) (by simp [hj0])
        (fun _ _ => rfl)
    have h0 := hz.mul hT
    rw [mul_zero] at h0
    have hn0 : (0 : ℝ) < n := by exact_mod_cast (by omega : 0 < n)
    have hpos : 0 < hbar ^ 2 / m * (n ^ 2 / 4 * (b ^ n) ^ 2) := by positivity
    linarith [tendsto_nhds_unique hL h0]
```

## (h) Solving for b⁵

Show that, for positive $m,\hbar,\epsilon,b$, the condition on $b^{10}$ is equivalent to

$$b^5=\frac{4\sigma^6\sqrt{m\epsilon}}{5\hbar}.$$

**Solution.** The square of the right side is $16m\epsilon\sigma^{12}/(25\hbar^2)$, and the square of the left side is $b^{10}$. Both sides are non-negative, so they are equal exactly when their squares are. `hs` computes the square, and `pow_left_inj₀` removes it.

```lean
/-- For positive `m`, `hbar`, `ε` and `b`, the condition on `b^10` is the same as
`b^5 = 4 σ^6 √(m ε) / (5 hbar)`. -/
theorem cusp_parameter (hm : 0 < m) (hh : 0 < hbar) (hε : 0 < ε) (hb : 0 < b) :
    b ^ 10 = 16 * m * ε * σ ^ 12 / (25 * hbar ^ 2) ↔
      b ^ 5 = 4 * σ ^ 6 * √(m * ε) / (5 * hbar) := by
  have hs : (4 * σ ^ 6 * √(m * ε) / (5 * hbar)) ^ 2 =
      16 * m * ε * σ ^ 12 / (25 * hbar ^ 2) := by
    rw [div_pow, mul_pow, Real.sq_sqrt (by positivity)]
    ring
  rw [← hs, show b ^ 10 = (b ^ 5) ^ 2 by ring]
  exact pow_left_inj₀ (by positivity) (by positivity) two_ne_zero
```

## (i) What remains of the local energy

Take $n=5$ and the matched $b$, with $m$ and $\hbar$ positive. Show that, for every $r\ne0$,

$$E(r)=\frac{10\hbar^2b^5}{m r^7}-4\epsilon\left(\frac\sigma r\right)^6 .$$

**Solution.** For $n=5$, (c) reads

$$E=\frac{10\hbar^2b^5}{mr^7}-\frac{25\hbar^2b^{10}}{4mr^{12}}+\frac{4\epsilon\sigma^{12}}{r^{12}}-\frac{4\epsilon\sigma^6}{r^6}.$$

By (f) the two middle terms cancel. In Lean, `h12` is this cancellation, and `linear_combination h12` inserts it into the closed form.

Kato's cusp condition for the Coulomb potential removes the divergence at contact altogether. The matching here removes only the $r^{-12}$ term: for $b>0$, $E$ still grows like $r^{-7}$.

For a numerical instance, take $\hbar=m=\sigma=1$ and $\epsilon=25/16$. Then (h) gives $b^5=4\cdot\frac54/5=1$, so $b=1$. At $r=1/2$ we have $q=32$, and (c) gives

- kinetic part: $4\,(10\cdot32-\frac{25}4\cdot1024)=-24320$,
- potential: $\frac{25}4(4096-64)=25200$.

The sum is $880$. The short formula gives the same value, $10\cdot128-\frac{25}4\cdot64=1280-400=880$, without the subtraction of two much larger numbers.

```lean
/-- With exponent 5 and the matched `b`, for positive mass and `hbar`, the local energy at any
`r ≠ 0` is `10 hbar^2 b^5 / (m r^7) - 4 ε (σ/r)^6`. -/
theorem matched_localEnergy (hm : 0 < m) (hh : 0 < hbar) (hr : r ≠ 0)
    (hcusp : b ^ 10 = 16 * m * ε * σ ^ 12 / (25 * hbar ^ 2)) :
    localEnergy hbar m ε σ (mcMillan 5 b) r =
      10 * hbar ^ 2 * b ^ 5 / (m * r ^ 7) - 4 * ε * (σ / r) ^ 6 := by
  have hk := sub_eq_zero.mp ((coefficient_eq_zero_iff hm hh).mpr hcusp)
  -- the repulsive wall equals the leading kinetic term
  have h12 : 4 * ε * (σ / r) ^ 12 = 25 * hbar ^ 2 * b ^ 10 / (4 * m) / r ^ 12 := by
    rw [div_pow, ← hk]
    ring
  rw [localEnergy_mcMillan 5 hr]
  push_cast
  linear_combination h12

end

end McMillanCusp
```

```lean
#print axioms McMillanCusp.localEnergy_mcMillan
#print axioms McMillanCusp.cusp_condition
#print axioms McMillanCusp.cusp_parameter
#print axioms McMillanCusp.matched_localEnergy
```

```
'McMillanCusp.localEnergy_mcMillan' depends on axioms: [propext, Classical.choice, Quot.sound]
'McMillanCusp.cusp_condition' depends on axioms: [propext, Classical.choice, Quot.sound]
'McMillanCusp.cusp_parameter' depends on axioms: [propext, Classical.choice, Quot.sound]
'McMillanCusp.matched_localEnergy' depends on axioms: [propext, Classical.choice, Quot.sound]
```
